# Plane-wave Slater determinants on a ring: nonzero exactly for wave numbers distinct modulo the number of sites, with additive energies for independent particles

## An energy for a state that vanishes

I put two spinless fermions on a four-site ring with nearest-neighbour hopping $-t$, $t>0$, gave them wave numbers 0 and 4, and added the band energies. The total, $-4t$, is lower than two such fermions can reach. The Slater determinant turned out to be zero everywhere, yet it satisfies the eigenvalue equation, as zero always does. Which wave numbers give a real state, and do the energies still add up for hopping of any range?

## Distinct wave numbers modulo N

The wave numbers must differ modulo $N$, the number of sites; 0 and 4 coincide on your ring. The energies add for every translation-invariant one-body hopping.

Write $e_k(x)=e^{2\pi i kx/N}$ and $\Psi(x)=\det\big(e_{k_a}(x_b)\big)$, with orbitals $a$ and particles $b$ running from $0$ to $n-1$. Let $H(x,y)=h(x-y)$. Substituting $d=x-y$,

$$\sum_y h(x-y)\,e_k(y)=\sum_d h(d)\,e_k(x-d)=\hat h(k)\,e_k(x),\qquad \hat h(k)=\sum_d h(d)\,e^{-2\pi i kd/N}.$$

Now expand the determinant over permutations:

$$\Psi(x)=\sum_\sigma \operatorname{sgn}(\sigma)\prod_b e_{k_{\sigma(b)}}(x_b).$$

Acting on particle $b$, $H$ multiplies the term of $\sigma$ by $\hat h(k_{\sigma(b)})$. Summed over $b$, this gives $\sum_a\hat h(k_a)$ for every $\sigma$, so the factor comes out of the determinant.

If two wave numbers agree, two rows agree and $\Psi=0$. If all differ, set $x_b=b$ and $z_a=e_{k_a}(1)$. The entries are $z_a^b$, so

$$\Psi(0,1,\dots,n-1)=\prod_{i<j}(z_j-z_i)\neq0,$$

because distinct $k_a$ modulo $N$ have distinct $z_a$.

Moving all particles by $s$ multiplies row $a$ by $e_{k_a}(s)$, hence $\Psi$ by $e_K(s)$ with $K=\sum_a k_a$. For your hopping, $\hat h(m)=-t(z^{-1}+z)=-2t\cos(2\pi m/N)$, where $z=e_m(1)$.

**Your ring with wave numbers 0 and 1.** Here $\Psi(x_0,x_1)=i^{x_1}-i^{x_0}$, so $\Psi(0,1)=i-1$. The hops of particle 0 contribute $-t[\Psi(1,1)+\Psi(3,1)]=-2it$, those of particle 1 $-t[\Psi(0,0)+\Psi(0,2)]=2t$. The sum is $-2t(i-1)$: the energy is $-2t+0=-2t$. The normalised amplitude is $(i-1)/\sqrt{32}$, from the general factor $1/\sqrt{n!\,N^n}$ for distinct wave numbers.

In the Lean file, sites and wave numbers are elements of `ZMod N`, with $N\ge1$, so equality is already modulo $N$. `planeSlater k` is the unnormalised $\Psi$, `band h` is $\hat h$, and `Matrix.circulant h` is $H$. `onParticle` replaces one coordinate by `Function.update` and sums over its new value; `manyBody` adds these actions over the particles. The main theorem, `planeSlater_eigenstate`, states the criterion (`Function.Injective k`) and the eigenvalue equation for every complex `h`. Hermiticity is not required, so the "energies" may be complex.

```lean
import Mathlib

open Matrix

namespace SlaterRing

noncomputable section

variable {X : Type*} [Fintype X] {n N : ℕ} [NeZero N]

/-- The Slater determinant (without normalisation) of the orbitals `φ a`, as a function of
the particle positions `x b`. -/
def slater (φ : Fin n → X → ℂ) (x : Fin n → X) : ℂ :=
  (Matrix.of fun a b => φ a (x b)).det

/-- The one-body operator `H` acting on the coordinate of particle `b` only. -/
def onParticle (H : Matrix X X ℂ) (b : Fin n) (Ψ : (Fin n → X) → ℂ) (x : Fin n → X) : ℂ :=
  ∑ y, H (x b) y * Ψ (Function.update x b y)

/-- The Hamiltonian of `n` independent particles: the sum over all particles of `H` acting
on that particle. -/
def manyBody (H : Matrix X X ℂ) (Ψ : (Fin n → X) → ℂ) (x : Fin n → X) : ℂ :=
  ∑ b, onParticle H b Ψ x

/-- The plane wave with wave number `k` on a ring of `N` sites. -/
def planeWave (k x : ZMod N) : ℂ := ZMod.stdAddChar (k * x)

/-- The Slater determinant of the plane waves with wave numbers `k a`. -/
def planeSlater (k : Fin n → ZMod N) : (Fin n → ZMod N) → ℂ :=
  slater fun a => planeWave (k a)

/-- The band energy at wave number `k`: the discrete Fourier sum of the hopping amplitudes
`h d`. -/
def band (h : ZMod N → ℂ) (k : ZMod N) : ℂ := ∑ d, h d * planeWave k (-d)

/-- The amplitude `-t` for each of the two steps `+1` and `-1` along the ring. -/
def hopping (t : ℝ) (d : ZMod N) : ℂ :=
  -(t : ℂ) * ((if d = 1 then 1 else 0) + (if d = -1 then 1 else 0))

/-- For integer wave number `m` and site `x` the plane wave is `exp(2πi m x / N)`. -/
theorem planeWave_int (m x : ℤ) :
    planeWave (m : ZMod N) (x : ZMod N)
      = Complex.exp (2 * Real.pi * Complex.I * ((m * x : ℤ) : ℂ) / N) := by
  rw [planeWave, ← Int.cast_mul, ZMod.stdAddChar_coe]

/-- A displacement multiplies a plane wave by a phase factor. -/
theorem planeWave_add (k x y : ZMod N) :
    planeWave k (x + y) = planeWave k x * planeWave k y := by
  simp only [planeWave, mul_add, AddChar.map_add_eq_mul]

/-- In a product of eigenorbitals of `H`, letting `H` act on particle `b` multiplies the product by
the eigenvalue of the orbital which that particle occupies. -/
theorem onParticle_product (H : Matrix X X ℂ) (φ : Fin n → X → ℂ) (ε : Fin n → ℂ)
    (hφ : ∀ a x, ∑ y, H x y * φ a y = ε a * φ a x) (b : Fin n) (x : Fin n → X) :
    ∑ y, H (x b) y * ∏ c, φ c (Function.update x b y c) = ε b * ∏ c, φ c (x c) := by
  -- only the factor of particle `b` depends on the new position `y`
  have key : ∀ y, ∏ c, φ c (Function.update x b y c)
      = φ b y * ∏ c ∈ Finset.univ.erase b, φ c (x c) := by
    intro y
    rw [← Finset.mul_prod_erase Finset.univ _ (Finset.mem_univ b), Function.update_self]
    congr 1
    refine Finset.prod_congr rfl fun c hc => ?_
    rw [Function.update_of_ne (Finset.ne_of_mem_erase hc)]
  have h0 := key (x b)
  rw [Function.update_eq_self] at h0
  rw [h0]
  simp_rw [key, ← mul_assoc]
  rw [← Finset.sum_mul, hφ]

/-- A Slater determinant of eigenorbitals of `H` is multiplied by the sum of the orbital
energies when the Hamiltonian of independent particles acts on it. -/
theorem manyBody_slater (H : Matrix X X ℂ) (φ : Fin n → X → ℂ) (ε : Fin n → ℂ)
    (hφ : ∀ a x, ∑ y, H x y * φ a y = ε a * φ a x) (x : Fin n → X) :
    manyBody H (slater φ) x = (∑ a, ε a) * slater φ x := by
  have hdet : ∀ x, slater φ x = ∑ σ : Equiv.Perm (Fin n),
      ((Equiv.Perm.sign σ : ℤ) : ℂ) * ∏ b, φ (σ b) (x b) := by
    intro x
    rw [slater, Matrix.det_apply']
    rfl
  -- the action on one particle, permutation by permutation
  have step : ∀ b, onParticle H b (slater φ) x = ∑ σ : Equiv.Perm (Fin n),
      ((Equiv.Perm.sign σ : ℤ) : ℂ) * (ε (σ b) * ∏ c, φ (σ c) (x c)) := by
    intro b
    simp only [onParticle, hdet, Finset.mul_sum]
    rw [Finset.sum_comm]
    refine Finset.sum_congr rfl fun σ _ => ?_
    have hp := onParticle_product H (fun c => φ (σ c)) (fun c => ε (σ c))
      (fun c => hφ (σ c)) b x
    beta_reduce at hp
    rw [← hp, Finset.mul_sum]
    refine Finset.sum_congr rfl fun y _ => ?_
    ring
  have total : manyBody H (slater φ) x = ∑ b, ∑ σ : Equiv.Perm (Fin n),
      ((Equiv.Perm.sign σ : ℤ) : ℂ) * (ε (σ b) * ∏ c, φ (σ c) (x c)) :=
    Finset.sum_congr rfl fun b _ => step b
  rw [total, hdet x, Finset.sum_comm, Finset.mul_sum]
  -- every permutation has the same total energy
  refine Finset.sum_congr rfl fun σ _ => ?_
  rw [← Equiv.sum_comp σ ε, Finset.sum_mul]
  refine Finset.sum_congr rfl fun b _ => ?_
  ring

/-- A plane wave is an eigenvector of every circulant one-body Hamiltonian, with the band
energy as eigenvalue. -/
theorem circulant_planeWave (h : ZMod N → ℂ) (k x : ZMod N) :
    ∑ y, Matrix.circulant h x y * planeWave k y = band h k * planeWave k x := by
  rw [band, Finset.sum_mul]
  refine Fintype.sum_equiv (Equiv.subLeft x) _ _ fun y => ?_
  have e : -(x - y) + x = y := by ring
  rw [Equiv.subLeft_apply, mul_assoc, ← planeWave_add, e, Matrix.circulant_apply]

/-- With the particles on the consecutive sites `0, 1, …, n - 1` the plane-wave determinant
is the Vandermonde product of the phase factors for one step. -/
theorem planeSlater_consecutive (k : Fin n → ZMod N) :
    planeSlater k (fun b => ((b : ℕ) : ZMod N))
      = ∏ i, ∏ j ∈ Finset.Ioi i, (planeWave (k j) 1 - planeWave (k i) 1) := by
  rw [← Matrix.det_vandermonde (fun a => planeWave (k a) 1), planeSlater, slater]
  congr 1
  ext a b
  rw [Matrix.of_apply, Matrix.vandermonde_apply, planeWave, planeWave,
    ← AddChar.map_nsmul_eq_pow, nsmul_eq_mul, mul_one, mul_comm]

/-- The plane-wave determinant is not the zero function exactly when the wave numbers are
distinct, and for every circulant `H` the Hamiltonian of independent particles multiplies it
by the sum of the band energies. -/
theorem planeSlater_eigenstate (k : Fin n → ZMod N) :
    (planeSlater k ≠ 0 ↔ Function.Injective k) ∧
    ∀ h : ZMod N → ℂ, manyBody (Matrix.circulant h) (planeSlater k)
      = (∑ a, band h (k a)) • planeSlater k := by
  refine ⟨⟨fun hne a b hab => ?_, fun hk h0 => ?_⟩, fun h => ?_⟩
  · -- two equal wave numbers give two equal rows
    by_contra hab'
    refine hne (funext fun x => ?_)
    refine Matrix.det_zero_of_row_eq hab' (funext fun c => ?_)
    simp only [Matrix.of_apply, hab]
  · -- distinct wave numbers: the value on consecutive sites is nonzero
    have hinj : Function.Injective fun a => planeWave (k a) 1 := by
      intro a b hab
      simp only [planeWave, mul_one] at hab
      exact hk (ZMod.injective_stdAddChar hab)
    have hv := Matrix.det_vandermonde_ne_zero_iff.mpr hinj
    rw [Matrix.det_vandermonde] at hv
    exact hv ((planeSlater_consecutive k).symm.trans (congrFun h0 _))
  · funext x
    exact manyBody_slater _ _ _ (fun a => circulant_planeWave h (k a)) x

/-- Moving all particles by `s` sites multiplies the plane-wave determinant by the plane wave
of the total wave number, taken at `s`. -/
theorem planeSlater_translate (k x : Fin n → ZMod N) (s : ZMod N) :
    planeSlater k (fun b => x b + s) = planeWave (∑ a, k a) s * planeSlater k x := by
  have hprod : ∀ S : Finset (Fin n),
      planeWave (∑ a ∈ S, k a) s = ∏ a ∈ S, planeWave (k a) s := by
    intro S
    induction S using Finset.induction_on with
    | empty => simp [planeWave]
    | insert a S ha ih =>
      rw [Finset.sum_insert ha, Finset.prod_insert ha, ← ih]
      simp only [planeWave, add_mul, AddChar.map_add_eq_mul]
  rw [hprod, planeSlater, slater, slater, ← Matrix.det_mul_column]
  congr 1
  ext a b
  simp only [Matrix.of_apply]
  rw [planeWave_add, mul_comm]

/-- Nearest-neighbour hopping on the ring has the cosine band `-2t cos(2πm/N)`. -/
theorem band_hopping (t : ℝ) (m : ℤ) :
    band (hopping t) (m : ZMod N)
      = ((-2 * t * Real.cos (2 * Real.pi * m / N) : ℝ) : ℂ) := by
  have h1 : planeWave (m : ZMod N) 1
      = Complex.exp ((2 * Real.pi * m / N) * Complex.I) := by
    have h := planeWave_int (N := N) m 1
    rw [Int.cast_one] at h
    rw [h]
    congr 1
    push_cast
    ring
  have h2 : planeWave (m : ZMod N) (-1)
      = Complex.exp (-(2 * Real.pi * m / N) * Complex.I) := by
    have h := planeWave_int (N := N) m (-1)
    rw [Int.cast_neg, Int.cast_one] at h
    rw [h]
    congr 1
    push_cast
    ring
  have hs : band (hopping t) (m : ZMod N)
      = -(t : ℂ) * (planeWave (m : ZMod N) (-1) + planeWave (m : ZMod N) 1) := by
    simp only [band, hopping, mul_assoc, add_mul, ← Finset.mul_sum,
      Finset.sum_add_distrib, ite_mul, one_mul, zero_mul, Finset.sum_ite_eq',
      Finset.mem_univ, if_true, neg_neg]
  rw [hs, h1, h2]
  push_cast
  rw [Complex.cos]
  ring

/-- For nearest-neighbour hopping the plane-wave determinant with integer wave numbers `m a`
is multiplied by the sum of the energies `-2t cos(2π m a / N)`. -/
theorem hopping_energy (t : ℝ) (m : Fin n → ℤ) :
    manyBody (Matrix.circulant (hopping t)) (planeSlater fun a => (m a : ZMod N))
      = ((∑ a, -2 * t * Real.cos (2 * Real.pi * m a / N) : ℝ) : ℂ) •
        planeSlater fun a => (m a : ZMod N) := by
  rw [(planeSlater_eigenstate _).2, Complex.ofReal_sum]
  simp only [band_hopping]

end

end SlaterRing
```

```lean
#print axioms SlaterRing.planeSlater_eigenstate
-- 'SlaterRing.planeSlater_eigenstate' depends on axioms: [propext, Classical.choice, Quot.sound]
#print axioms SlaterRing.planeSlater_translate
-- 'SlaterRing.planeSlater_translate' depends on axioms: [propext, Classical.choice, Quot.sound]
#print axioms SlaterRing.hopping_energy
-- 'SlaterRing.hopping_energy' depends on axioms: [propext, Classical.choice, Quot.sound]
```

`onParticle_product` splits off the one factor that depends on the moved coordinate. `manyBody_slater` uses it in each term of the permutation expansion; `Equiv.sum_comp σ ε` is the step where all permutations get the same total. It holds for any finite set of sites and any one-body matrix with the given eigenorbitals.

`circulant_planeWave` performs the substitution $d=x-y$ through `Equiv.subLeft x`. `planeSlater_consecutive` identifies the Vandermonde matrix, and the main theorem combines it with `ZMod.injective_stdAddChar`, which says that distinct wave numbers have distinct phases. `planeSlater_translate` takes the row factors out of the determinant. In `band_hopping` only the steps $\pm1$ survive, and `hopping_energy` adds up the cosines; `m a` there is the wave number of orbital $a$, not a product. A ring with two different neighbours per site has $N\ge3$. For $N=2$ the two steps coincide, and `hopping` puts $-2t$ on the single bond.

With integer wave numbers throughout, the criterion would have to read "pairwise incongruent modulo $N$". `hopping_energy` does take integers and doesn't assume them incongruent, so it also holds for your 0 and 4, where both sides are zero; check distinctness first.

For non-interacting fermions of one spin species on a ring with one orbital per site, this is the rule for filling Bloch states: each wave number at most once. With spin or several bands, two electrons can share a wave number if they differ in spin or band. Real electrons also repel each other, and an interaction generally mixes these determinants.
